# Adsorbate Green function of a finite Newns-Anderson model with overlap

Q: An atom's level couples to the states of a metal surface and also overlaps them. We want its Green function, but in a nonorthogonal basis that term is ambiguous. Which quantity did you choose?

A: The adsorbate entry of the matrix $(z\mathbf S-\mathbf H)^{-1}$, where $\mathbf H$ and $\mathbf S$ are the Hamiltonian and overlap matrices and $z$ is a complex energy. In general it differs from the matrix element of the resolvent between the adsorbate orbital and itself. The model is non-interacting: a level $a$ with real couplings $V_k$ and overlaps $S_k$ to finitely many orthonormal substrate states of energies $e_k$.

```lean
import Mathlib

open Matrix

namespace NonorthogonalNewnsAnderson

noncomputable section

variable {ι : Type*} [Fintype ι]
```

Q: How do the matrices encode this?

A: In the index type `Option ι`, `none` is the adsorbate and `some k` a substrate state. Mind the letter: Lean's `S` is the list of overlaps $S_k$, while the matrix $\mathbf S$ is `overlap S`. All orbitals are normalised.

```lean
/-- The Hamiltonian matrix: adsorbate level `a` (index `none`), substrate energies `e k`
(index `some k`) and real couplings `V k` between them. -/
def hamiltonian [DecidableEq ι] (a : ℝ) (e V : ι → ℝ) : Matrix (Option ι) (Option ι) ℂ :=
  Matrix.of fun i j => match i, j with
    | none, none => (a : ℂ)
    | none, some l => (V l : ℂ)
    | some k, none => (V k : ℂ)
    | some k, some l => if k = l then (e k : ℂ) else 0

/-- The overlap matrix: normalised states, an orthonormal substrate, and real overlaps `S k`
between the adsorbate and the substrate states. -/
def overlap [DecidableEq ι] (S : ι → ℝ) : Matrix (Option ι) (Option ι) ℂ :=
  Matrix.of fun i j => match i, j with
    | none, none => 1
    | none, some l => (S l : ℂ)
    | some k, none => (S k : ℂ)
    | some k, some l => if k = l then 1 else 0

/-- The matrix `z S - H`. -/
def pencil [DecidableEq ι] (a : ℝ) (e V S : ι → ℝ) (z : ℂ) : Matrix (Option ι) (Option ι) ℂ :=
  z • overlap S - hamiltonian a e V

/-- The Green matrix `(z S - H)⁻¹`, meant for those `z` at which `z S - H` is invertible. -/
def green [DecidableEq ι] (a : ℝ) (e V S : ι → ℝ) (z : ℂ) : Matrix (Option ι) (Option ι) ℂ :=
  (pencil a e V S z)⁻¹
```

Q: Where does the formula come from?

A: From the adsorbate column of $(z\mathbf S-\mathbf H)\,G=1$. Call its entries $g$ (adsorbate) and $g_k$ (substrate):

$$(z-a)g+\sum_k(zS_k-V_k)g_k=1,\qquad (zS_k-V_k)g+(z-e_k)g_k=0.$$

For $z$ different from all $e_k$, the second equation gives $g_k=A_kg$ with $A_k=(V_k-zS_k)/(z-e_k)$. Inserting this in the first gives $Dg=1$, where

$$D=z-a-\sum_k\frac{(V_k-zS_k)^2}{z-e_k}.$$

```lean
/-- The denominator `z - a - ∑ (V_k - z S_k)² / (z - e_k)`, for `z` different from all `e_k`. -/
def denominator (a : ℝ) (e V S : ι → ℝ) (z : ℂ) : ℂ :=
  z - a - ∑ k, ((V k : ℂ) - z * S k) ^ 2 / (z - e k)
```

Q: The numerators depend on $z$. When is $D$ certain to be nonzero?

A: Set $W_k=V_k-e_kS_k$, so that $V_k-zS_k=W_k-(z-e_k)S_k$. Then

$$\frac{(V_k-zS_k)^2}{z-e_k}=\frac{W_k^2}{z-e_k}-2S_kV_k+e_kS_k^2+zS_k^2.$$

With $\sigma=\sum_kS_k^2$ and $\tilde a=a-2\sum_kS_kV_k+\sum_ke_kS_k^2$, summing gives

$$D=(1-\sigma)z-\tilde a-\sum_k\frac{W_k^2}{z-e_k}.$$

In Lean, $\tilde a$, $W_k$ and $A_k$ are `shiftedLevel`, `shiftedCoupling` and `amplitude`. The expansion is checked term by term with `field_simp` and `ring`.

```lean
/-- The shifted level `a - 2 ∑ S_k V_k + ∑ e_k S_k²`. -/
def shiftedLevel (a : ℝ) (e V S : ι → ℝ) : ℝ :=
  a - 2 * ∑ k, S k * V k + ∑ k, e k * S k ^ 2

/-- The shifted coupling `V_k - e_k S_k`. -/
def shiftedCoupling (e V S : ι → ℝ) (k : ι) : ℝ := V k - e k * S k

/-- The amplitude `(V_k - z S_k) / (z - e_k)` on substrate state `k`, for `z ≠ e_k`. -/
def amplitude (e V S : ι → ℝ) (z : ℂ) (k : ι) : ℂ := ((V k : ℂ) - z * S k) / (z - e k)

/-- Away from the substrate energies, the energy-dependent couplings can be traded for constant
ones, a shifted level and a factor `1 - ∑ S_k²` in front of `z`. -/
theorem denominator_eq_shifted (a : ℝ) (e V S : ι → ℝ) (z : ℂ) (he : ∀ k, z ≠ (e k : ℂ)) :
    denominator a e V S z = ((1 - ∑ k, S k ^ 2 : ℝ) : ℂ) * z - (shiftedLevel a e V S : ℂ)
      - ∑ k, (shiftedCoupling e V S k : ℂ) ^ 2 / (z - e k) := by
  -- expand each numerator about z = e_k
  have key : ∑ k, ((V k : ℂ) - z * S k) ^ 2 / (z - e k)
      = ∑ k, (shiftedCoupling e V S k : ℂ) ^ 2 / (z - e k) - 2 * ∑ k, (S k : ℂ) * V k
        + ∑ k, (e k : ℂ) * (S k : ℂ) ^ 2 + z * ∑ k, (S k : ℂ) ^ 2 := by
    rw [Finset.mul_sum, Finset.mul_sum, ← Finset.sum_sub_distrib, ← Finset.sum_add_distrib,
      ← Finset.sum_add_distrib]
    refine Finset.sum_congr rfl fun k _ => ?_
    have h := sub_ne_zero.mpr (he k)
    simp only [shiftedCoupling, Complex.ofReal_sub, Complex.ofReal_mul]
    field_simp
    ring
  unfold denominator shiftedLevel
  rw [key]
  push_cast
  ring
```

A: For $\operatorname{Im}z>0$, $z$ is never a real $e_k$, and $\operatorname{Im}(z-e_k)^{-1}=-\operatorname{Im}z/|z-e_k|^2$. Hence

$$\operatorname{Im}D=(1-\sigma)\operatorname{Im}z+\sum_k\frac{W_k^2\operatorname{Im}z}{|z-e_k|^2}\ge(1-\sigma)\operatorname{Im}z.$$

This is positive when $\sigma<1$. Physically, $\sigma$ is the squared norm of the adsorbate orbital's projection onto the substrate states, so $\sigma<1$ says that the orbital is not a combination of them.

```lean
omit [Fintype ι] in
/-- A point of the upper half plane is different from every real energy. -/
theorem ne_energy (e : ι → ℝ) {z : ℂ} (hz : 0 < z.im) (k : ι) : z ≠ (e k : ℂ) := by
  intro h
  rw [h, Complex.ofReal_im] at hz
  exact lt_irrefl _ hz

/-- In the upper half plane the imaginary part of the denominator is at least
`(1 - ∑ S_k²) Im z`. -/
theorem denominator_im_ge (a : ℝ) (e V S : ι → ℝ) {z : ℂ} (hz : 0 < z.im) :
    (1 - ∑ k, S k ^ 2) * z.im ≤ (denominator a e V S z).im := by
  have hk : ∀ k, ((shiftedCoupling e V S k : ℂ) ^ 2 / (z - e k)).im ≤ 0 := by
    intro k
    have him : (z - (e k : ℂ)).im = z.im := by simp
    rw [← Complex.ofReal_pow, div_eq_mul_inv, Complex.im_ofReal_mul, Complex.inv_im, him]
    exact mul_nonpos_iff.mpr (Or.inl ⟨sq_nonneg _,
      div_nonpos_of_nonpos_of_nonneg (by linarith) (Complex.normSq_nonneg _)⟩)
  have hsum := Finset.sum_nonpos fun k (_ : k ∈ Finset.univ) => hk k
  rw [denominator_eq_shifted a e V S z (ne_energy e hz), Complex.sub_im, Complex.sub_im,
    Complex.im_ofReal_mul, Complex.ofReal_im, Complex.im_sum]
  linarith
```

Q: Your elimination assumed that the inverse exists.

A: So the proof writes down a full candidate, with $1/D$ in the adsorbate corner, $A_k/D$ along its row and column, and $\delta_{kl}/(z-e_k)+A_kA_l/D$ in the substrate block. Using $(z-e_k)A_k=V_k-zS_k$ and $\sum_k(zS_k-V_k)A_k=D-(z-a)$, the four kinds of entry in the product are

- adsorbate-adsorbate: $[(z-a)+D-(z-a)]/D=1$;
- adsorbate-$l$: $[(z-a)+D-(z-a)]A_l/D-A_l=0$;
- $k$-adsorbate: $[(zS_k-V_k)+(z-e_k)A_k]/D=0$;
- $k$-$l$: $\delta_{kl}+[(zS_k-V_k)+(z-e_k)A_k]A_l/D=\delta_{kl}$.

Lean splits into the same four cases and closes each with `linear_combination`.

```lean
variable [DecidableEq ι]

/-- The candidate for the full inverse of `z S - H`, for `z` different from all `e_k` and a
nonzero denominator. -/
def blockInverse (a : ℝ) (e V S : ι → ℝ) (z : ℂ) : Matrix (Option ι) (Option ι) ℂ :=
  Matrix.of fun i j => match i, j with
    | none, none => (denominator a e V S z)⁻¹
    | none, some l => amplitude e V S z l * (denominator a e V S z)⁻¹
    | some k, none => amplitude e V S z k * (denominator a e V S z)⁻¹
    | some k, some l => (if k = l then (z - e k)⁻¹ else 0)
        + amplitude e V S z k * amplitude e V S z l * (denominator a e V S z)⁻¹

/-- If `z` differs from all substrate energies and the denominator is nonzero, the candidate is
a right inverse of `z S - H`. -/
theorem pencil_mul_blockInverse (a : ℝ) (e V S : ι → ℝ) (z : ℂ) (he : ∀ k, z ≠ (e k : ℂ))
    (hD : denominator a e V S z ≠ 0) :
    pencil a e V S z * blockInverse a e V S z = 1 := by
  have p00 : pencil a e V S z none none = z - a := by simp [pencil, overlap, hamiltonian]
  have p01 : ∀ k, pencil a e V S z none (some k) = z * S k - V k := by
    intro k; simp [pencil, overlap, hamiltonian]
  have p10 : ∀ k, pencil a e V S z (some k) none = z * S k - V k := by
    intro k; simp [pencil, overlap, hamiltonian]
  have p11 : ∀ k l, pencil a e V S z (some k) (some l) = if k = l then z - e k else 0 := by
    intro k l
    by_cases h : k = l <;> simp [pencil, overlap, hamiltonian, h]
  have hg := mul_inv_cancel₀ hD
  have hw : ∀ k, (z - e k) * amplitude e V S z k = V k - z * S k := by
    intro k
    have h := sub_ne_zero.mpr (he k)
    unfold amplitude
    field_simp
  -- the substrate sum is the one in the denominator
  have hsum : ∑ k, (z * S k - V k) * amplitude e V S z k
      = denominator a e V S z - (z - a) := by
    have h : ∑ k, (z * S k - V k) * amplitude e V S z k
        = -∑ k, ((V k : ℂ) - z * S k) ^ 2 / (z - e k) := by
      rw [← Finset.sum_neg_distrib]
      refine Finset.sum_congr rfl fun k _ => ?_
      unfold amplitude
      ring
    rw [h]
    unfold denominator
    ring
  ext i j
  rw [Matrix.mul_apply, Fintype.sum_option]
  rcases i with _ | k <;> rcases j with _ | l
  · simp only [p00, p01, blockInverse, Matrix.of_apply, ← mul_assoc]
    rw [← Finset.sum_mul, hsum, Matrix.one_apply_eq]
    linear_combination hg
  · simp only [p00, p01, blockInverse, Matrix.of_apply, mul_add, Finset.sum_add_distrib,
      mul_ite, mul_zero, Finset.sum_ite_eq', Finset.mem_univ, if_true]
    have h : ∑ k, (z * S k - V k) * (amplitude e V S z k * amplitude e V S z l
          * (denominator a e V S z)⁻¹)
        = (∑ k, (z * S k - V k) * amplitude e V S z k)
          * (amplitude e V S z l * (denominator a e V S z)⁻¹) := by
      rw [Finset.sum_mul]
      exact Finset.sum_congr rfl fun k _ => by ring
    have hl : amplitude e V S z l = -(z * S l - V l) * (z - e l)⁻¹ := by
      unfold amplitude
      ring
    rw [h, hsum, Matrix.one_apply_ne (by simp)]
    linear_combination amplitude e V S z l * hg + hl
  · simp only [p10, p11, blockInverse, Matrix.of_apply, ite_mul, zero_mul,
      Finset.sum_ite_eq, Finset.mem_univ, if_true]
    rw [Matrix.one_apply_ne (by simp)]
    linear_combination (denominator a e V S z)⁻¹ * hw k
  · simp only [p10, p11, blockInverse, Matrix.of_apply, ite_mul, zero_mul,
      Finset.sum_ite_eq, Finset.mem_univ, if_true]
    by_cases h : k = l
    · subst h
      rw [if_pos rfl, Matrix.one_apply_eq]
      linear_combination mul_inv_cancel₀ (sub_ne_zero.mpr (he k))
        + amplitude e V S z k * (denominator a e V S z)⁻¹ * hw k
    · rw [if_neg h, Matrix.one_apply_ne (fun h' => h (Option.some.inj h'))]
      linear_combination amplitude e V S z l * (denominator a e V S z)⁻¹ * hw k
```

Q: And the final statement?

A: For $\sigma<1$ and $\operatorname{Im}z>0$, it says three things: $z\mathbf S-\mathbf H$ is invertible (`IsUnit`), $D\ne0$, and $g=1/D$. For square matrices a right inverse is two-sided, which is `mul_eq_one_comm`. The next theorem reads $g_k=A_kg$ from the same inverse.

```lean
/-- For `∑ S_k² < 1` and `Im z > 0`, the matrix `z S - H` is invertible and the adsorbate entry
of its inverse is `1 / (z - a - ∑ (V_k - z S_k)² / (z - e_k))`, with nonzero denominator. -/
theorem green_adsorbate (a : ℝ) (e V S : ι → ℝ) {z : ℂ} (hS : ∑ k, S k ^ 2 < 1)
    (hz : 0 < z.im) :
    IsUnit (pencil a e V S z) ∧
    z - a - ∑ k, ((V k : ℂ) - z * S k) ^ 2 / (z - e k) ≠ 0 ∧
    green a e V S z none none
      = 1 / (z - a - ∑ k, ((V k : ℂ) - z * S k) ^ 2 / (z - e k)) := by
  -- the denominator has positive imaginary part
  have hD : denominator a e V S z ≠ 0 := by
    intro h
    have h1 := denominator_im_ge a e V S hz
    rw [h, Complex.zero_im] at h1
    exact absurd (mul_pos (sub_pos.mpr hS) hz) (not_lt_of_ge h1)
  have hM := pencil_mul_blockInverse a e V S z (ne_energy e hz) hD
  refine ⟨⟨⟨_, _, hM, mul_eq_one_comm.mp hM⟩, rfl⟩, hD, ?_⟩
  rw [green, Matrix.inv_eq_right_inv hM, one_div]
  rfl

/-- For `∑ S_k² < 1` and `Im z > 0`, the entry between substrate state `k` and the adsorbate is
`(V_k - z S_k) / (z - e_k)` times the adsorbate entry. -/
theorem green_substrate_adsorbate (a : ℝ) (e V S : ι → ℝ) {z : ℂ} (hS : ∑ k, S k ^ 2 < 1)
    (hz : 0 < z.im) (k : ι) :
    green a e V S z (some k) none
      = ((V k : ℂ) - z * S k) / (z - e k) * green a e V S z none none := by
  have hM := pencil_mul_blockInverse a e V S z (ne_energy e hz)
    (green_adsorbate a e V S hS hz).2.1
  rw [green, Matrix.inv_eq_right_inv hM]
  rfl
```

Q: Can I compare this with the usual orthogonal model?

A: Yes. Factoring $1-\sigma$ out of $D$ gives $1/(1-\sigma)$ times an orthogonal propagator with level $\tilde a/(1-\sigma)$ and couplings $W_k/\sqrt{1-\sigma}$. These belong to the adsorbate orbital after orthogonalisation to the substrate and normalisation. For local-orbital calculations of adsorption, this relates the two descriptions within the finite, non-interacting model.

```lean
/-- For `∑ S_k² < 1` and `Im z > 0`, the adsorbate entry is `1 / (1 - ∑ S_k²)` times that of an
orthogonal model with level `shiftedLevel / (1 - ∑ S_k²)` and squared couplings
`(V_k - e_k S_k)² / (1 - ∑ S_k²)`. -/
theorem green_orthogonalized (a : ℝ) (e V S : ι → ℝ) {z : ℂ} (hS : ∑ k, S k ^ 2 < 1)
    (hz : 0 < z.im) :
    green a e V S z none none = 1 / ((1 - ∑ k, S k ^ 2 : ℝ) : ℂ) *
      (1 / (z - (shiftedLevel a e V S : ℂ) / ((1 - ∑ k, S k ^ 2 : ℝ) : ℂ)
        - ∑ k, (shiftedCoupling e V S k : ℂ) ^ 2 / ((1 - ∑ k, S k ^ 2 : ℝ) : ℂ)
          / (z - e k))) := by
  have hG : green a e V S z none none = 1 / denominator a e V S z :=
    (green_adsorbate a e V S hS hz).2.2
  rw [hG, denominator_eq_shifted a e V S z (ne_energy e hz)]
  have hs : ((1 - ∑ k, S k ^ 2 : ℝ) : ℂ) ≠ 0 :=
    Complex.ofReal_ne_zero.mpr (sub_pos.mpr hS).ne'
  generalize ((1 - ∑ k, S k ^ 2 : ℝ) : ℂ) = s at hs ⊢
  -- pull the common factor out of the substrate sum
  have h : ∑ k, (shiftedCoupling e V S k : ℂ) ^ 2 / s / (z - e k)
      = (∑ k, (shiftedCoupling e V S k : ℂ) ^ 2 / (z - e k)) / s := by
    rw [Finset.sum_div]
    exact Finset.sum_congr rfl fun k _ => div_right_comm _ _ _
  rw [h, one_div_mul_one_div, mul_sub, mul_sub, mul_div_cancel₀ _ hs, mul_div_cancel₀ _ hs]
```

A: If $V_k=e_kS_k$ for every $k$, all $W_k$ vanish and $\tilde a=a-\sum_ke_kS_k^2$. The substrate sum then disappears, although the $V_k$ need not be zero.

```lean
/-- If `V_k = e_k S_k` for every substrate state, `∑ S_k² < 1` and `Im z > 0`, the adsorbate
entry is `1 / ((1 - ∑ S_k²) z - (a - ∑ e_k S_k²))`. -/
theorem green_decoupled (a : ℝ) (e V S : ι → ℝ) {z : ℂ} (hS : ∑ k, S k ^ 2 < 1)
    (hz : 0 < z.im) (hV : ∀ k, V k = e k * S k) :
    green a e V S z none none
      = 1 / (((1 - ∑ k, S k ^ 2 : ℝ) : ℂ) * z - ((a - ∑ k, e k * S k ^ 2 : ℝ) : ℂ)) := by
  have hG : green a e V S z none none = 1 / denominator a e V S z :=
    (green_adsorbate a e V S hS hz).2.2
  have hc : ∀ k, shiftedCoupling e V S k = 0 := fun k => sub_eq_zero.mpr (hV k)
  have hl : shiftedLevel a e V S = a - ∑ k, e k * S k ^ 2 := by
    have h : ∑ k, S k * V k = ∑ k, e k * S k ^ 2 :=
      Finset.sum_congr rfl fun k _ => by rw [hV k]; ring
    unfold shiftedLevel
    rw [h]
    ring
  have h0 : ∑ k, (shiftedCoupling e V S k : ℂ) ^ 2 / (z - e k) = 0 :=
    Finset.sum_eq_zero fun k _ => by simp [hc k]
  rw [hG, denominator_eq_shifted a e V S z (ne_energy e hz), h0, hl, sub_zero]
```

Q: What separates this from a real surface, and does $\sigma<1$ have to be strict?

A: Several things: the model has finitely many substrate states instead of a continuous band, a single adsorbate level, and no interaction between electrons. As for strictness, take one substrate state with overlap 1 and every entry of $\mathbf H$ equal to $\varepsilon$. Both rows of $z\mathbf S-\mathbf H$ are $(z-\varepsilon,\,z-\varepsilon)$, so its determinant is zero at every $z$. The condition therefore can't be weakened to $\sigma\le1$.

```lean
/-- For one substrate state with overlap 1 and all entries of the Hamiltonian equal to `ε`, the
determinant of `z S - H` vanishes at every `z`. -/
theorem singular_at_unit_overlap (ε : ℝ) (z : ℂ) :
    (pencil ε (fun _ : Unit => ε) (fun _ => ε) (fun _ => 1) z).det = 0 := by
  -- the two rows coincide
  refine Matrix.det_zero_of_row_eq (i := none) (j := some ()) (by simp) ?_
  funext j
  rcases j with _ | j <;> simp [pencil, overlap, hamiltonian]

end

end NonorthogonalNewnsAnderson
```

```lean
#print axioms NonorthogonalNewnsAnderson.green_substrate_adsorbate
-- 'NonorthogonalNewnsAnderson.green_substrate_adsorbate' depends on axioms: [propext, Classical.choice, Quot.sound]
#print axioms NonorthogonalNewnsAnderson.green_orthogonalized
-- 'NonorthogonalNewnsAnderson.green_orthogonalized' depends on axioms: [propext, Classical.choice, Quot.sound]
#print axioms NonorthogonalNewnsAnderson.green_decoupled
-- 'NonorthogonalNewnsAnderson.green_decoupled' depends on axioms: [propext, Classical.choice, Quot.sound]
#print axioms NonorthogonalNewnsAnderson.singular_at_unit_overlap
-- 'NonorthogonalNewnsAnderson.singular_at_unit_overlap' depends on axioms: [propext, Classical.choice, Quot.sound]
```
